# A fractionally occupied spin orbital in a Slater determinant and its single bath orbital hold exactly one electron

One site of a finite lattice with one spin orbital per site is singled out for closer treatment while the electrons on the whole lattice are described by a Slater determinant. If that site is fractionally occupied, it is entangled with the rest of the lattice. The questions here are how many outside orbitals carry this entanglement and how many electrons the site and those orbitals hold together.

```lean
import Mathlib

open Matrix

namespace SingleImpurityBath

noncomputable section

variable {n : Type*} [Fintype n] [DecidableEq n] {γ : Matrix n n ℂ} {o : n}

/-- The orbital localised on the impurity site `o`. -/
def impurity (o : n) : n → ℂ := Pi.single o 1

/-- The bath vector: column `o` of the density matrix with the impurity entry set to zero. -/
def bath (γ : Matrix n n ℂ) (o : n) : n → ℂ := fun i => if i = o then 0 else γ i o

/-- The embedding space, spanned by the impurity orbital and the bath vector. -/
abbrev embeddingSpace (γ : Matrix n n ℂ) (o : n) : Submodule ℂ (n → ℂ) :=
  Submodule.span ℂ (Set.range ![impurity o, bath γ o])

/-- The squared norm of the bath vector is `γ_oo (1 - γ_oo)`. -/
theorem bath_norm_sq (hH : γ.IsHermitian) (hP : γ * γ = γ) :
    ∑ i, ‖bath γ o i‖ ^ 2 = (γ o o).re * (1 - (γ o o).re) := by
  have him : (γ o o).im = 0 := Complex.conj_eq_iff_im.mp (hH.apply o o)
  -- the diagonal entry of `γ² = γ` is the squared norm of the whole column
  have hcol : ∑ i, ‖γ i o‖ ^ 2 = (γ o o).re := by
    have h : (γ * γ) o o = γ o o := by rw [hP]
    rw [Matrix.mul_apply] at h
    have h2 := congrArg Complex.re h
    rw [Complex.re_sum] at h2
    refine Eq.trans (Finset.sum_congr rfl fun i _ => ?_) h2
    rw [← hH.apply o i, Complex.sq_norm, Complex.normSq_apply]
    simp only [Complex.mul_re, Complex.star_def, Complex.conj_re, Complex.conj_im]
    ring
  have hoo : ‖γ o o‖ ^ 2 = (γ o o).re ^ 2 := by
    rw [Complex.sq_norm, Complex.normSq_apply, him]
    ring
  -- remove the impurity entry
  have hterm : ∀ i, ‖bath γ o i‖ ^ 2
      = ‖γ i o‖ ^ 2 - (if i = o then (γ o o).re ^ 2 else 0) := by
    intro i
    by_cases h : i = o
    · rw [h, hoo]
      simp [bath]
    · simp [bath, h]
  rw [Finset.sum_congr rfl (fun i _ => hterm i), Finset.sum_sub_distrib, hcol,
    Finset.sum_ite_eq' Finset.univ o (fun _ => (γ o o).re ^ 2), if_pos (Finset.mem_univ o)]
  ring

/-- The bath vector vanishes exactly when the impurity occupation is zero or one. -/
theorem bath_eq_zero_iff (hH : γ.IsHermitian) (hP : γ * γ = γ) :
    bath γ o = 0 ↔ (γ o o).re = 0 ∨ (γ o o).re = 1 := by
  have hn := bath_norm_sq (o := o) hH hP
  constructor
  · intro h
    have h0 : (γ o o).re * (1 - (γ o o).re) = 0 := by
      rw [← hn, h]
      simp
    rcases mul_eq_zero.mp h0 with h1 | h1
    · exact Or.inl h1
    · exact Or.inr (by linarith)
  · intro h
    have h0 : ∑ i, ‖bath γ o i‖ ^ 2 = 0 := by
      rw [hn]
      rcases h with h | h <;> rw [h] <;> norm_num
    rw [Finset.sum_eq_zero_iff_of_nonneg (fun i _ => by positivity)] at h0
    funext i
    exact norm_eq_zero.mp (pow_eq_zero_iff (two_ne_zero)|>.mp (h0 i (Finset.mem_univ i)))

/-- The density matrix sends the impurity orbital to `γ_oo` times itself plus the bath vector. -/
theorem mulVec_impurity (γ : Matrix n n ℂ) (o : n) :
    γ *ᵥ impurity o = γ o o • impurity o + bath γ o := by
  unfold impurity
  rw [Matrix.mulVec_single_one]
  ext i
  by_cases h : i = o
  · rw [h]
    simp [bath]
  · simp [bath, h]

/-- The density matrix sends the bath vector to a combination of the impurity orbital and
the bath vector, with coefficients `γ_oo (1 - γ_oo)` and `1 - γ_oo`. -/
theorem mulVec_bath (hP : γ * γ = γ) (o : n) :
    γ *ᵥ bath γ o = (γ o o * (1 - γ o o)) • impurity o + (1 - γ o o) • bath γ o := by
  -- apply `γ` once more to the image of the impurity orbital
  have h2 : γ *ᵥ (γ *ᵥ impurity o) = γ *ᵥ impurity o := by
    rw [Matrix.mulVec_mulVec, hP]
  rw [mulVec_impurity, Matrix.mulVec_add, Matrix.mulVec_smul, mulVec_impurity] at h2
  linear_combination (norm := module) h2

/-- The embedding space is invariant under the density matrix. -/
theorem embedding_invariant (hP : γ * γ = γ) (o : n) :
    ∀ x ∈ embeddingSpace γ o, γ.mulVecLin x ∈ embeddingSpace γ o := by
  have he : impurity o ∈ embeddingSpace γ o := Submodule.subset_span ⟨0, rfl⟩
  have hb : bath γ o ∈ embeddingSpace γ o := Submodule.subset_span ⟨1, rfl⟩
  have hle : embeddingSpace γ o ≤ (embeddingSpace γ o).comap γ.mulVecLin := by
    refine Submodule.span_le.mpr ?_
    rintro _ ⟨k, rfl⟩
    fin_cases k
    · show γ *ᵥ impurity o ∈ embeddingSpace γ o
      rw [mulVec_impurity]
      exact add_mem (Submodule.smul_mem _ _ he) hb
    · show γ *ᵥ bath γ o ∈ embeddingSpace γ o
      rw [mulVec_bath hP]
      exact add_mem (Submodule.smul_mem _ _ he) (Submodule.smul_mem _ _ hb)
  exact fun x hx => hle hx

/-- The density matrix restricted to the embedding space. -/
def embeddedDensity (hP : γ * γ = γ) (o : n) :
    embeddingSpace γ o →ₗ[ℂ] embeddingSpace γ o :=
  γ.mulVecLin.restrict (embedding_invariant hP o)

/-- For a fractionally occupied impurity, the bath vector has squared norm `γ_oo (1 - γ_oo)`,
the embedding space is two-dimensional and invariant under the density matrix, and the
density matrix restricted to it has trace one. -/
theorem single_impurity_embedding (hH : γ.IsHermitian) (hP : γ * γ = γ)
    (h0 : 0 < (γ o o).re) (h1 : (γ o o).re < 1) :
    ∑ i, ‖bath γ o i‖ ^ 2 = (γ o o).re * (1 - (γ o o).re) ∧
    Module.finrank ℂ (embeddingSpace γ o) = 2 ∧
    (∀ x ∈ embeddingSpace γ o, γ *ᵥ x ∈ embeddingSpace γ o) ∧
    LinearMap.trace ℂ (embeddingSpace γ o) (embeddedDensity hP o) = 1 := by
  have hb : bath γ o ≠ 0 := by
    intro h
    rcases (bath_eq_zero_iff hH hP).mp h with h | h <;> linarith
  -- the bath vector is nonzero and has no weight on the impurity, so the two are independent
  have hli : LinearIndependent ℂ ![impurity o, bath γ o] := by
    rw [LinearIndependent.pair_iff]
    intro s t hst
    have hs : s = 0 := by
      have h := congrFun hst o
      simpa [impurity, bath] using h
    rw [hs, zero_smul, zero_add] at hst
    exact ⟨hs, (smul_eq_zero.mp hst).resolve_right hb⟩
  refine ⟨bath_norm_sq hH hP, ?_, embedding_invariant hP o, ?_⟩
  · rw [finrank_span_eq_card hli, Fintype.card_fin]
  · obtain ⟨B, hB0, hB1⟩ : ∃ B : Module.Basis (Fin 2) ℂ (embeddingSpace γ o),
        (B 0 : n → ℂ) = impurity o ∧ (B 1 : n → ℂ) = bath γ o :=
      ⟨Module.Basis.span hli, congrArg Subtype.val (Module.Basis.span_apply hli 0),
        congrArg Subtype.val (Module.Basis.span_apply hli 1)⟩
    have f0 : embeddedDensity hP o (B 0) = γ o o • B 0 + B 1 := by
      apply Subtype.ext
      show γ *ᵥ (B 0 : n → ℂ) = γ o o • (B 0 : n → ℂ) + (B 1 : n → ℂ)
      rw [hB0, hB1, mulVec_impurity]
    have f1 : embeddedDensity hP o (B 1)
        = (γ o o * (1 - γ o o)) • B 0 + (1 - γ o o) • B 1 := by
      apply Subtype.ext
      show γ *ᵥ (B 1 : n → ℂ)
        = (γ o o * (1 - γ o o)) • (B 0 : n → ℂ) + (1 - γ o o) • (B 1 : n → ℂ)
      rw [hB0, hB1, mulVec_bath hP]
    -- the diagonal entries in this basis are `γ_oo` and `1 - γ_oo`
    rw [LinearMap.trace_eq_matrix_trace ℂ B, Matrix.trace_fin_two,
      LinearMap.toMatrix_apply, LinearMap.toMatrix_apply, f0, f1]
    simp

/-- If a vector is orthogonal to the impurity orbital and to the bath vector, so is its image
under the density matrix. -/
theorem environment_decouples (hH : γ.IsHermitian) (hP : γ * γ = γ) (x : n → ℂ)
    (hx : x o = 0) (hbx : star (bath γ o) ⬝ᵥ x = 0) :
    (γ *ᵥ x) o = 0 ∧ star (bath γ o) ⬝ᵥ (γ *ᵥ x) = 0 := by
  -- the impurity amplitude of `γ y` only involves `y_o` and the overlap with the bath
  have key : ∀ y : n → ℂ, (γ *ᵥ y) o = γ o o * y o + star (bath γ o) ⬝ᵥ y := by
    intro y
    have hterm : ∀ i, γ o i * y i
        = (if i = o then γ o o * y o else 0) + star (bath γ o i) * y i := by
      intro i
      by_cases h : i = o
      · rw [h]
        simp [bath]
      · rw [← hH.apply o i]
        simp [bath, h]
    show ∑ i, γ o i * y i = γ o o * y o + ∑ i, star (bath γ o i) * y i
    rw [Finset.sum_congr rfl (fun i _ => hterm i), Finset.sum_add_distrib]
    simp
  have h1 : (γ *ᵥ x) o = 0 := by rw [key, hx, hbx]; ring
  refine ⟨h1, ?_⟩
  have h2 := key (γ *ᵥ x)
  rw [Matrix.mulVec_mulVec, hP, h1] at h2
  linear_combination -h2

/-- The density matrix of one electron in the orbital with equal amplitudes on three sites. -/
def threeSite : Matrix (Fin 3) (Fin 3) ℂ := Matrix.of fun _ _ => 1 / 3

/-- The three-site density matrix is Hermitian and idempotent, and its impurity occupation
lies strictly between zero and one. -/
theorem threeSite_witness : threeSite.IsHermitian ∧ threeSite * threeSite = threeSite ∧
    0 < (threeSite 0 0).re ∧ (threeSite 0 0).re < 1 := by
  have hre : (threeSite 0 0).re = 1 / 3 := by
    have h : threeSite 0 0 = ((1 / 3 : ℝ) : ℂ) := by simp [threeSite]
    rw [h, Complex.ofReal_re]
  refine ⟨?_, ?_, ?_, ?_⟩
  · ext i j
    simp [threeSite]
  · ext i j
    simp only [threeSite, Matrix.mul_apply, Matrix.of_apply, Fin.sum_univ_three]
    norm_num
  · rw [hre]; norm_num
  · rw [hre]; norm_num

end

end SingleImpurityBath
```

```lean
#print axioms SingleImpurityBath.single_impurity_embedding
-- 'SingleImpurityBath.single_impurity_embedding' depends on axioms: [propext, Classical.choice, Quot.sound]
#print axioms SingleImpurityBath.environment_decouples
-- 'SingleImpurityBath.environment_decouples' depends on axioms: [propext, Classical.choice, Quot.sound]
```

## One bath orbital, two dimensions, trace one

The main theorem is `single_impurity_embedding`. It takes a complex matrix \(\gamma\) that is Hermitian and idempotent, and a site \(o\), the impurity, whose occupation \(p=\gamma_{oo}\) satisfies \(0<p<1\). Let \(e_o\) be the orbital localised on \(o\), and let \(b\) be column \(o\) of \(\gamma\) with its impurity entry removed:

\[
b_o=0,\qquad b_i=\gamma_{io}\quad(i\neq o).
\]

The theorem states four things:

- The squared norm of the bath vector is \(\sum_i|b_i|^2=p(1-p)\).
- The space spanned by \(e_o\) and \(b\) has dimension two.
- \(\gamma\) maps this space into itself.
- The restriction of \(\gamma\) to this space has trace 1.

Two companion theorems complete the picture. By `bath_eq_zero_iff`, the bath vector vanishes exactly when \(p\) is 0 or 1, so an empty or full site has no bath. By `environment_decouples`, a vector orthogonal to both \(e_o\) and \(b\) is mapped by \(\gamma\) to another such vector.

## Sites, orbitals and electrons in the Lean statement

The finite type `n` labels the sites, with one spin orbital per site, and a function `n → ℂ` is a one-particle state. With the convention \(\gamma_{ij}=\langle c_j^\dagger c_i\rangle\), the one-particle density matrix of a Slater determinant is the projector onto its occupied orbitals. The hypotheses `hH` and `hP` express this: \(\gamma^\dagger=\gamma\) and \(\gamma^2=\gamma\). The diagonal entry \(\gamma_{oo}\) is real by Hermiticity, but its Lean type is complex, so the bounds on the occupation are written for `(γ o o).re`.

The squared norm of \(b\) is written out as a sum of squared moduli, which is the square of the usual Hilbert-space norm. The vector itself is left unnormalised. The normalised bath orbital is \(b/\sqrt{p(1-p)}\), and in the orthonormal basis that it forms with \(e_o\) the restricted density matrix is

\[
\begin{pmatrix} p & \sqrt{p(1-p)}\\ \sqrt{p(1-p)} & 1-p\end{pmatrix}.
\]

The object `embeddedDensity` is the restriction of \(\gamma\) as a linear map from the embedding space to itself, and `LinearMap.trace` does not depend on a basis. The trace is the number of electrons in the two orbitals, for one spin species.

In density matrix embedding theory, a mean-field determinant supplies a bath of this kind, and for a single-site impurity with \(0<p<1\) in each spin species the result fixes the size and filling of the embedded problem at one electron per spin in two orbitals. The theorem concerns only the determinant's density matrix. It does not cover impurities of several sites, density matrices that are not idempotent (as at finite temperature or for correlated states), or the accuracy of an interacting calculation in the embedding space.

## The norm of the bath vector

The diagonal entry of \(\gamma^2=\gamma\) at the impurity, together with \(\gamma_{oi}=\overline{\gamma_{io}}\), gives

\[
\gamma_{oo}=\sum_i\gamma_{oi}\gamma_{io}=\sum_i|\gamma_{io}|^2 .
\]

The whole column therefore has squared norm \(p\). Its impurity entry contributes \(p^2\), and removing it leaves

\[
\sum_i|b_i|^2=p-p^2=p(1-p).
\]

In `bath_norm_sq`, the column norm is `hcol`, obtained by taking the real part of the diagonal entry. The step `hterm` writes each \(|b_i|^2\) as \(|\gamma_{io}|^2\) minus a correction that is nonzero only at \(i=o\), and summing these terms gives the result.

The criterion for a vanishing bath follows. If \(b=0\), then \(p(1-p)=0\), so \(p\) is 0 or 1. Conversely, if \(p\) is 0 or 1, a sum of non-negative terms is zero, so every \(b_i\) is zero.

## Why the embedding space is closed under the density matrix

Applying \(\gamma\) to \(e_o\) picks out column \(o\), which splits into its impurity entry and the rest:

\[
\gamma e_o=p\,e_o+b .
\]

This is `mulVec_impurity`, and it holds for any square matrix. Applying \(\gamma\) once more and using \(\gamma^2=\gamma\) on the left-hand side gives

\[
p\,e_o+b=p\,\gamma e_o+\gamma b=p^2e_o+p\,b+\gamma b ,
\]

and solving for the last term yields

\[
\gamma b=p(1-p)\,e_o+(1-p)\,b .
\]

This is `mulVec_bath`. Its proof builds the same equation as `h2`, and `linear_combination` with the `module` normaliser solves it for \(\gamma b\).

Both generators of the embedding space are thus sent back into it, and by linearity so is every combination of them. That is the argument of `embedding_invariant`, which checks the two generators one at a time. It needs idempotency but not Hermiticity.

## Counting the electron

For \(0<p<1\) the bath vector is nonzero. Suppose \(s\,e_o+t\,b=0\). The component at site \(o\) is \(s\), because \(b_o=0\), so \(s=0\). Then \(t\,b=0\) with \(b\neq0\) forces \(t=0\). The two vectors are independent and the space has dimension two; this is the step `hli` in the main proof.

They therefore form a basis, called `B` in the code. The images of the basis vectors, recorded in `f0` and `f1`, are the two formulas above, and their coefficients are the columns of the matrix

\[
\begin{pmatrix} p & p(1-p)\\ 1 & 1-p\end{pmatrix}.
\]

It is not symmetric, since \(b\) is not normalised, but the trace is unaffected:

\[
p+(1-p)=1 .
\]

Whatever the impurity lacks of a full electron, the bath orbital supplies.

## The rest of the lattice decouples

For any vector \(y\), Hermiticity turns row \(o\) of \(\gamma\) into the conjugate of column \(o\), so

\[
(\gamma y)_o=p\,y_o+\sum_i\overline{b_i}\,y_i .
\]

This identity is `key` in `environment_decouples`, where the sum appears as `star (bath γ o) ⬝ᵥ y`. Let \(x\) satisfy \(x_o=0\) and \(\sum_i\overline{b_i}x_i=0\). Setting \(y=x\) gives \((\gamma x)_o=0\). Setting \(y=\gamma x\) and using \(\gamma^2=\gamma\) gives

\[
0=(\gamma x)_o=p\,(\gamma x)_o+\sum_i\overline{b_i}(\gamma x)_i=\sum_i\overline{b_i}(\gamma x)_i .
\]

So \(\gamma x\) is again orthogonal to both \(e_o\) and \(b\). The density matrix has no elements connecting the embedding space to its orthogonal complement. On a two-site lattice with a fractionally occupied impurity, that complement contains only the zero vector.

## One electron on three sites

The matrix `threeSite` has every entry equal to \(1/3\). It describes one electron in the orbital \((1,1,1)/\sqrt3\), and `threeSite_witness` verifies that it meets all the hypotheses of the main theorem. With site 0 as the impurity, \(p=1/3\) and \(b=(0,1/3,1/3)\), whose squared norm is \(2/9=\tfrac13\cdot\tfrac23\). The normalised bath orbital is \((0,1,1)/\sqrt2\). The remaining direction, \((0,1,-1)/\sqrt2\), is sent to zero by \(\gamma\), so it is empty and the single electron lies entirely in the embedding space.
